# The regularised channel sum 2√N − Σ 1/√n increases strictly to a limit between √2 and 3/2

At low energy the interaction of two atoms in a tight harmonic waveguide can be modelled by a one-dimensional contact potential gδ(z), where z is their longitudinal separation and the coupling g is computed from the three-dimensional scattering length a_s. For a zero-range interaction at vanishing longitudinal energy, with reduced mass μ, the same transverse frequency ω for both atoms and length ℓ = √(ħ/μω), the expression is

g = 2ħω a_s / (1 − L a_s/ℓ).

The pole at a_s = ℓ/L is the confinement-induced resonance. The number L collects the closed transverse channels of zero angular momentum about the waveguide axis (the ones a zero-range interaction couples), labelled n = 1, 2, …, which lie 2nħω above threshold and contribute 1/√n each. Their sum diverges, and the regularised contact interaction removes the divergent part. With a cutoff at N channels that part is ∫₀ᴺ dx/√x = 2√N. What remains of the sum tends to −L, so L is the limit of 2√N − Σ_{n=1}^N 1/√n. The formula for g, this reading of L and the decimal values below are background that the theorems do not certify; the theorems concern the sequence alone.

## Three estimates and their monotonicity

Define

S_N = Σ_{n=1}^N 1/√n,  A_N = 2√N − S_N,

C_N = A_N + 1/(2√N) for N ≥ 1,  D_N = 2√(N+1/2) − S_N.

The claim is that A increases strictly to a limit L, that D_N < L < C_N and 0 < L − A_N < 1/(2√N) for N ≥ 1, and that √2 < L < 3/2, hence 1 < L ≤ 2.

Put a = √N and b = √(N+1), so that b² − a² = 1. Then A_{N+1} − A_N = 2(b−a) − 1/b, and

b (A_{N+1} − A_N) = 2b² − 2ab − (b² − a²) = (b−a)² > 0.

For N ≥ 1, C_N − C_{N+1} = 1/(2a) + 1/(2b) − 2(b−a). Since (a+b)(b−a) = 1 gives a + b = (a+b)²(b−a),

2ab (C_N − C_{N+1}) = a + b − 4ab(b−a) = (b−a)[(a+b)² − 4ab] = (b−a)³ > 0.

With p = √(N+1/2) and q = √(N+3/2) one has q² − p² = 1 and p² + q² = 2b², so

(p+q)² = 4b² − (q−p)² < 4b²,

D_{N+1} − D_N = 2(q−p) − 1/b = 2/(p+q) − 1/b > 0.

Finally D_N ≤ C_N for N ≥ 1, because

(√N + 1/(4√N))² = N + 1/2 + 1/(16N) ≥ N + 1/2.

## The limit and the bracket

From A_N < A_{N+1} ≤ C_{N+1} ≤ C_1 = 3/2 the increasing sequence A is bounded and converges to its supremum L. C has the same limit, since 1/(2√N) → 0. For M ≥ N+1, D_N < D_{N+1} ≤ D_M ≤ C_M, and M → ∞ gives D_N < L for all N ≥ 0. A decreasing sequence stays above its limit, so L ≤ C_{N+1} < C_N. The error bound follows from A_N < A_{N+1} ≤ L < C_N, and D_0 = 2√(1/2) = √2 with C_1 = 3/2 gives the numerical bounds.

In a code, the error bound reaches 10⁻³ for the raw A_N at N = 250000. One loop over ten channels gives A_10 ≈ 1.3036, but also D_10 ≈ 1.4597 and C_10 ≈ 1.4617, whose difference serves as a stopping criterion.

## The sequences in Lean

```lean
import Mathlib

open Filter Topology Finset

namespace ConfinementInducedResonance

noncomputable section
```

`channelSum N` is S_N. Its index runs from 0 to N−1 and labels channel n+1, while N counts channels exactly as above.

```lean
/-- Sum `1/√1 + ... + 1/√N` over the first `N` closed transverse channels. -/
def channelSum (N : ℕ) : ℝ := ∑ n ∈ range N, 1 / √((n : ℝ) + 1)
```

`regSum` is A, defined from A_0 = 0, so its monotonicity also covers the step to A_1 = 1.

```lean
/-- Regularised channel sum `A_N = 2√N - ∑_{n=1}^N 1/√n`. -/
def regSum (N : ℕ) : ℝ := 2 * √(N : ℝ) - channelSum N
```

`trapezoid` is C. At N = 0 Lean's 1/0 = 0 makes it 0, which lies below L; statements about a single C_N therefore assume `1 ≤ N`.

```lean
/-- Trapezoid-corrected estimate `C_N = A_N + 1/(2√N)`, used for `N ≥ 1`. -/
def trapezoid (N : ℕ) : ℝ := regSum N + 1 / (2 * √(N : ℝ))
```

`midpointEst` is D, and `cirConstant` is L, defined as the supremum of A.

```lean
/-- Midpoint estimate `D_N = 2√(N + 1/2) - ∑_{n=1}^N 1/√n`. -/
def midpointEst (N : ℕ) : ℝ := 2 * √((N : ℝ) + 1 / 2) - channelSum N

/-- The constant `L`, the supremum of the regularised channel sums `A_N`. -/
def cirConstant : ℝ := ⨆ N, regSum N
```

All quantities are dimensionless reals, and neither a Hamiltonian nor a scattering length appears. Physically the channels are damped at longitudinal separation z, and a model closer to that would define L as the limit, for ξ = 2|z|/ℓ → 0, of

2/ξ − Σ_{n≥1} exp(−ξ√n)/√n.

That version involves an infinite series for each ξ and a further limit in ξ. The sharp cutoff keeps the sums finite and the step inequalities algebraic, so that only monotone convergence and passage to the limit are added, and it leaves aside both the agreement of the two regularisations and the identification of L with −ζ(1/2), ζ being the Riemann zeta function.

## Step inequalities as polynomial identities

In `regSum_strictMono`, `key` is 1/b < 2(b−a). The denominator is cleared and `nlinarith` receives (b−a)² > 0; `sum_range_succ` splits off the new term.

```lean
/-- The regularised channel sum `A_N` grows strictly with the number of channels. -/
theorem regSum_strictMono : StrictMono regSum := by
  refine strictMono_nat_of_lt_succ fun N => ?_
  have hN : (0 : ℝ) ≤ N := Nat.cast_nonneg N
  have ha := Real.mul_self_sqrt hN
  have hb := Real.mul_self_sqrt (show (0 : ℝ) ≤ N + 1 by linarith)
  have hab : √(N : ℝ) < √((N : ℝ) + 1) := Real.sqrt_lt_sqrt hN (by linarith)
  have hb0 : 0 < √((N : ℝ) + 1) := Real.sqrt_pos.2 (by linarith)
  -- with b² - a² = 1 the step inequality is (b - a)² > 0
  have key : 1 / √((N : ℝ) + 1) < 2 * (√((N : ℝ) + 1) - √(N : ℝ)) := by
    rw [div_lt_iff₀ hb0]
    nlinarith [mul_pos (sub_pos.2 hab) (sub_pos.2 hab)]
  simp only [regSum, channelSum, sum_range_succ]
  push_cast
  linarith
```

In `trapezoid_succ_lt`, `h3` is the cubic identity, obtained as (a+b) times b² − a² = 1.

```lean
/-- For `N ≥ 1` the trapezoid estimate decreases strictly when one channel is added. -/
theorem trapezoid_succ_lt (N : ℕ) (hN : 1 ≤ N) : trapezoid (N + 1) < trapezoid N := by
  have hN' : (0 : ℝ) < N := by exact_mod_cast hN
  have ha := Real.mul_self_sqrt hN'.le
  have hb := Real.mul_self_sqrt (show (0 : ℝ) ≤ N + 1 by linarith)
  have hab : √(N : ℝ) < √((N : ℝ) + 1) := Real.sqrt_lt_sqrt hN'.le (by linarith)
  have ha0 : 0 < √(N : ℝ) := Real.sqrt_pos.2 hN'
  -- with b² - a² = 1 the step inequality is (b - a)³ > 0
  have key : ∀ a b : ℝ, 0 < a → a < b → b * b - a * a = 1 →
      2 * (b - a) < 1 / (2 * a) + 1 / (2 * b) := by
    intro a b h0 hlt h
    have hb0 : 0 < b := h0.trans hlt
    have h3 : (b - a) ^ 3 = a + b - 4 * a * b * (b - a) := by
      linear_combination (a + b) * h
    have hpos : 0 < (b - a) ^ 3 := pow_pos (sub_pos.2 hlt) 3
    rw [div_add_div _ _ (by positivity) (by positivity), lt_div_iff₀ (by positivity)]
    nlinarith
  have h1 := key _ _ ha0 hab (by linarith)
  have h2 : 1 / √((N : ℝ) + 1) = 2 * (1 / (2 * √((N : ℝ) + 1))) := by ring
  simp only [trapezoid, regSum, channelSum, sum_range_succ]
  push_cast
  linarith
```

In `midpointEst_strictMono`, the variables `a`, `b`, `c` of `key` are p, q, b. `hcon` proves p + q < 2b by contradiction after squaring, and multiplying it by q − p gives 1 < 2b(q−p).

```lean
/-- The midpoint estimate `D_N` grows strictly with the number of channels. -/
theorem midpointEst_strictMono : StrictMono midpointEst := by
  refine strictMono_nat_of_lt_succ fun N => ?_
  have hN : (0 : ℝ) ≤ N := Nat.cast_nonneg N
  have ha := Real.mul_self_sqrt (show (0 : ℝ) ≤ N + 1 / 2 by linarith)
  have hb := Real.mul_self_sqrt (show (0 : ℝ) ≤ N + 1 + 1 / 2 by linarith)
  have hc := Real.mul_self_sqrt (show (0 : ℝ) ≤ N + 1 by linarith)
  have hab : √((N : ℝ) + 1 / 2) < √((N : ℝ) + 1 + 1 / 2) :=
    Real.sqrt_lt_sqrt (by linarith) (by linarith)
  have hc0 : 0 < √((N : ℝ) + 1) := Real.sqrt_pos.2 (by linarith)
  have key : ∀ a b c : ℝ, 0 < c → a < b → b * b - a * a = 1 →
      a * a + b * b = 2 * (c * c) → 1 / c < 2 * (b - a) := by
    intro a b c h0 hlt h hm
    -- strict concavity of the square root: a + b < 2c
    have hcon : a + b < 2 * c := by
      by_contra hn
      have h1 := mul_self_le_mul_self (by linarith : 0 ≤ 2 * c) (not_lt.1 hn)
      nlinarith [mul_pos (sub_pos.2 hlt) (sub_pos.2 hlt)]
    rw [div_lt_iff₀ h0]
    nlinarith [mul_pos (sub_pos.2 hlt) (sub_pos.2 hcon)]
  have h1 := key _ _ _ hc0 hab (by linarith) (by linarith)
  simp only [midpointEst, channelSum, sum_range_succ]
  push_cast
  linarith
```

`midpointEst_le_trapezoid` squares √N + t/2 with t = 1/(2√N).

```lean
/-- For `N ≥ 1` the midpoint estimate does not exceed the trapezoid estimate. -/
theorem midpointEst_le_trapezoid (N : ℕ) (hN : 1 ≤ N) : midpointEst N ≤ trapezoid N := by
  have hN' : (0 : ℝ) < N := by exact_mod_cast hN
  have ha := Real.mul_self_sqrt hN'.le
  have ha0 : 0 < √(N : ℝ) := Real.sqrt_pos.2 hN'
  obtain ⟨t, ht⟩ : ∃ t : ℝ, t = 1 / (2 * √(N : ℝ)) := ⟨_, rfl⟩
  have ht0 : 0 < t := by rw [ht]; positivity
  have hat : t * (2 * √(N : ℝ)) = 1 := by
    rw [ht]; exact one_div_mul_cancel (by positivity)
  have key : √((N : ℝ) + 1 / 2) ≤ √(N : ℝ) + t / 2 :=
    Real.sqrt_le_iff.2 ⟨by positivity, by nlinarith [mul_pos ht0 ht0]⟩
  simp only [midpointEst, trapezoid, regSum]
  linarith
```

## Convergence, bracket and bounds

`regSum_tendsto` supplies `tendsto_atTop_ciSup` with monotonicity and the upper bound C_1. The shift `k + 1` makes C a decreasing sequence indexed from zero.

```lean
/-- The regularised channel sums `A_N` converge to `L`. -/
theorem regSum_tendsto : Tendsto regSum atTop (𝓝 cirConstant) := by
  have hanti : Antitone fun k => trapezoid (k + 1) :=
    antitone_nat_of_succ_le fun k => (trapezoid_succ_lt (k + 1) (by omega)).le
  refine tendsto_atTop_ciSup regSum_strictMono.monotone ⟨trapezoid (0 + 1), ?_⟩
  rintro _ ⟨N, rfl⟩
  -- A_N < A_{N+1} ≤ C_{N+1} ≤ C_1
  have h1 : regSum N < regSum (N + 1) := regSum_strictMono (Nat.lt_succ_self N)
  have h2 : regSum (N + 1) ≤ trapezoid (N + 1) :=
    le_add_of_nonneg_right (by positivity)
  have h3 : trapezoid (N + 1) ≤ trapezoid (0 + 1) := hanti (Nat.zero_le N)
  linarith
```

`trapezoid_tendsto` adds the null sequence 1/(2√N).

```lean
/-- The trapezoid estimates `C_N` converge to the same constant `L`. -/
theorem trapezoid_tendsto : Tendsto trapezoid atTop (𝓝 cirConstant) := by
  have h1 : Tendsto (fun N : ℕ => √(N : ℝ)) atTop atTop :=
    Real.tendsto_sqrt_atTop.comp tendsto_natCast_atTop_atTop
  have h2 : Tendsto (fun N : ℕ => 1 / (2 * √(N : ℝ))) atTop (𝓝 0) :=
    tendsto_const_nhds.div_atTop (h1.const_mul_atTop two_pos)
  have h3 := regSum_tendsto.add h2
  rw [add_zero] at h3
  exact h3
```

`cirConstant_bracket` gains strictness from one step of each sequence. Then `ge_of_tendsto` passes D_{N+1} ≤ C_M to the limit, and `le_of_tendsto` gives L ≤ C_{N+1}.

```lean
/-- The midpoint estimate lies strictly below `L` for every `N`, and the trapezoid estimate
lies strictly above `L` for every `N ≥ 1`. -/
theorem cirConstant_bracket :
    (∀ N, midpointEst N < cirConstant) ∧ ∀ N, 1 ≤ N → cirConstant < trapezoid N := by
  constructor
  · intro N
    refine (midpointEst_strictMono (Nat.lt_succ_self N)).trans_le ?_
    refine ge_of_tendsto trapezoid_tendsto ?_
    filter_upwards [eventually_ge_atTop (N + 1)] with M hM
    exact (midpointEst_strictMono.monotone hM).trans (midpointEst_le_trapezoid M (by omega))
  · intro N hN
    have hanti : Antitone fun k => trapezoid (k + 1) :=
      antitone_nat_of_succ_le fun k => (trapezoid_succ_lt (k + 1) (by omega)).le
    have hlim : Tendsto (fun k => trapezoid (k + 1)) atTop (𝓝 cirConstant) :=
      trapezoid_tendsto.comp (tendsto_add_atTop_nat 1)
    exact (hanti.le_of_tendsto hlim N).trans_lt (trapezoid_succ_lt N hN)
```

`truncation_error` unfolds C_N in the upper bracket and uses A_{N+1} ≤ L for positivity.

```lean
/-- Truncating at `N ≥ 1` channels underestimates `L` by a positive amount below `1/(2√N)`. -/
theorem truncation_error (N : ℕ) (hN : 1 ≤ N) :
    0 < cirConstant - regSum N ∧ cirConstant - regSum N < 1 / (2 * √(N : ℝ)) := by
  have h1 : regSum N < regSum (N + 1) := regSum_strictMono (Nat.lt_succ_self N)
  have h2 := regSum_strictMono.monotone.ge_of_tendsto regSum_tendsto (N + 1)
  have h3 := cirConstant_bracket.2 N hN
  unfold trapezoid at h3
  constructor <;> linarith
```

`cirConstant_bounds` evaluates D_0 and C_1.

```lean
/-- The constant satisfies `√2 < L < 3/2`. -/
theorem cirConstant_bounds : √2 < cirConstant ∧ cirConstant < 3 / 2 := by
  have hsq : (2 : ℝ) = (2 * √(1 / 2)) ^ 2 := by
    have := Real.mul_self_sqrt (show (0 : ℝ) ≤ 1 / 2 by norm_num)
    nlinarith
  have h0 : √2 = 2 * √(1 / 2 : ℝ) :=
    (congrArg Real.sqrt hsq).trans (Real.sqrt_sq (by positivity))
  have hD : midpointEst 0 = 2 * √(1 / 2 : ℝ) := by
    unfold midpointEst channelSum
    rw [sum_range_zero, Nat.cast_zero, zero_add, sub_zero]
  have hC : trapezoid 1 = 3 / 2 := by
    norm_num [trapezoid, regSum, channelSum]
  have h1 := cirConstant_bracket.1 0
  have h2 := cirConstant_bracket.2 1 le_rfl
  constructor <;> linarith
```

The last theorem states that A is strictly increasing, tends to L, and 1 < L ≤ 2, by way of 1 < √2 and 3/2 ≤ 2.

```lean
/-- The regularised channel sum `A_N` is strictly increasing and converges to `L`,
with `1 < L ≤ 2`. -/
theorem regularised_channel_sum_converges :
    StrictMono regSum ∧ Tendsto regSum atTop (𝓝 cirConstant) ∧
      1 < cirConstant ∧ cirConstant ≤ 2 := by
  have h := cirConstant_bounds
  have h1 : (1 : ℝ) < √2 := by
    have := Real.sqrt_lt_sqrt (show (0 : ℝ) ≤ 1 by norm_num) (show (1 : ℝ) < 2 by norm_num)
    rwa [Real.sqrt_one] at this
  exact ⟨regSum_strictMono, regSum_tendsto, h1.trans h.1, by linarith [h.2]⟩

end

end ConfinementInducedResonance
```

```lean
#print axioms ConfinementInducedResonance.truncation_error
#print axioms ConfinementInducedResonance.regularised_channel_sum_converges
```

```
'ConfinementInducedResonance.truncation_error' depends on axioms: [propext, Classical.choice, Quot.sound]
'ConfinementInducedResonance.regularised_channel_sum_converges' depends on axioms: [propext, Classical.choice, Quot.sound]
```
